# Commuting Hermitian matrices have zero total rotatory strength, but truncating the basis can make it nonzero

After a full diagonalisation, a circular-dichroism code that uses the electric dipole operator itself (the length form) can add the rotatory strengths of all transitions from the initial state and compare the total with zero. For a single Cartesian component and Hermitian operators, zero is the right target for every initial state only if the electric and magnetic operators of that component commute. The exact operators may do so while their matrices in a finite basis set do not. For Hermitian matrices and a complete set of orthonormal states, the total that the code should find is fixed by the commutator of the matrices it actually uses.

## The sum over states equals a commutator expectation value

Let \(X\) and \(M\) be Hermitian \(N\times N\) matrices, standing for the same Cartesian component of the electric and of the magnetic dipole operator. Let \(\psi\in\mathbb C^N\) be the initial state and let \(b_k\) be \(N\) orthonormal vectors. With \(\langle u,v\rangle=\sum_i \overline{u_i}\,v_i\) and \([X,M]=XM-MX\),

\[
S(\psi)=\sum_k \operatorname{Im}\bigl(\langle\psi,Xb_k\rangle\langle b_k,M\psi\rangle\bigr)
=\frac{\langle\psi,[X,M]\psi\rangle}{2i}.
\]

The total \(S(\psi)\) vanishes for every \(\psi\) exactly when \(X\) and \(M\) commute. The Hamiltonian enters only through the choice of \(\psi\), since any orthonormal basis gives the same total.

## Telling a faulty sum from a truncated basis

The right-hand side can be computed without excited states. It equals \(\operatorname{Im}\langle X\psi,M\psi\rangle\), which takes two matrix-vector products and one inner product when matrices and vectors refer to an orthonormal basis. Comparing it with the sum over states separates two situations:

- If the two numbers differ by more than rounding, the sum is programmed wrongly or an assumption has been broken: states are missing, the eigenvectors are not orthonormal, or \(X\) is not Hermitian. A non-Hermitian \(M\) changes both numbers alike, so its Hermiticity should be checked separately.
- If they agree but are not zero, and both matrices are Hermitian, then the matrices do not commute. When the exact operators commute, the cause is a truncated basis, of orbitals or of many-electron configurations, or an error in the matrix elements.

For electronic-structure calculations this gives a consistency test of sum-over-states circular dichroism, restricted to a finite matrix model in which all eigenstates are available. A run that computes only the lowest few roots has no reason to satisfy it.

Many codes with real orbitals store the magnetic operator as a real antisymmetric matrix \(K\). The Hermitian matrix in the formula is then \(M=iK\), up to a real factor set by the code's conventions.

## Completeness, Hermiticity and the part lost by truncation

**The sum.** Put the vectors \(b_k\) into the columns of a square matrix \(B\). Orthonormality says \(B^\dagger B=1\). For a square matrix this implies \(BB^\dagger=1\), which is the resolution of the identity. Hence

\[
\sum_k\langle\psi,Xb_k\rangle\langle b_k,M\psi\rangle
=\langle\psi,XBB^\dagger M\psi\rangle=\langle\psi,XM\psi\rangle ,
\]

and \(S(\psi)=\operatorname{Im}\langle\psi,XM\psi\rangle\).

**The commutator.** Because \(X\) and \(M\) are Hermitian,

\[
\overline{\langle\psi,XM\psi\rangle}=\langle\psi,(XM)^\dagger\psi\rangle=\langle\psi,MX\psi\rangle .
\]

Inserting this into \(\operatorname{Im}z=(z-\bar z)/(2i)\) gives the formula.

**The initial state.** If \(\psi\) is itself one of the \(b_k\), its term is the imaginary part of \(\langle\psi,X\psi\rangle\langle\psi,M\psi\rangle\). Both factors are real, so the term is zero, and it doesn't matter whether the loop includes it.

**The converse.** Suppose \(S(\psi)=0\) for all \(\psi\), and write \(C=[X,M]\). Then \(\langle\psi,C\psi\rangle=0\) for all \(\psi\). For any \(u,v\), set \(s=\langle u,Cv\rangle\) and \(t=\langle v,Cu\rangle\). The vector \(u+v\) gives \(s+t=0\), and \(u+iv\) gives \(i(s-t)=0\). Therefore \(s=0\). Choosing \(u=Cv\) yields \(\|Cv\|^2=0\) for every \(v\), so \(C=0\).

**Truncation.** Let the columns of a rectangular matrix \(V\) be the basis functions that are kept. An operator \(A\) becomes \(V^\dagger AV\), and a coefficient vector \(\varphi\) represents the state \(\chi=V\varphi\). Assume that \(X\) and \(M\) commute in the full space. The total after compression is

\[
\operatorname{Im}\langle\varphi,V^\dagger XVV^\dagger MV\varphi\rangle
=\operatorname{Im}\langle\chi,XM\chi\rangle-\operatorname{Im}\langle\chi,X(1-VV^\dagger)M\chi\rangle .
\]

The first term on the right is zero, because a product of commuting Hermitian matrices is Hermitian. If the columns of \(V\) are orthonormal, what remains is minus the contribution of the discarded intermediate states. It vanishes if \((1-VV^\dagger)M\chi=0\) or \((1-VV^\dagger)X\chi=0\). For orthonormal columns, this means that one of the two operators keeps \(\chi\) inside the basis set.

**A three-site ring.** Number the sites 0, 1, 2 and take

\[
X=\begin{pmatrix}0&1&1\\1&0&1\\1&1&0\end{pmatrix},\qquad
M=\begin{pmatrix}0&i&-i\\-i&0&i\\i&-i&0\end{pmatrix}.
\]

Write \(X=J-1\), where every entry of \(J\) is 1. The rows and columns of \(M\) sum to zero, so \(JM=MJ=0\) and \(XM=MX=-M\). Keeping sites 0 and 1 leaves the upper left blocks, whose product is

\[
\begin{pmatrix}0&1\\1&0\end{pmatrix}\begin{pmatrix}0&i\\-i&0\end{pmatrix}
=\begin{pmatrix}-i&0\\0&i\end{pmatrix}.
\]

Starting from site 0, the total is \(\operatorname{Im}(-i)=-1\). The lost path runs through site 2 and would have contributed \(\operatorname{Im}(X_{02}M_{20})=\operatorname{Im}(i)=+1\).

These matrices were chosen for their algebra and do not describe a chiral molecule. In particular, \(X\) is a hopping matrix. A position operator that is diagonal in the sites would keep site 0 in the basis set, and this truncation would then cause no error.

## The Lean file

```lean
import Mathlib

open Matrix
open scoped ComplexOrder

noncomputable section

namespace RotatoryStrengthSumRule

variable {n m : Type*} [Fintype n] [DecidableEq n] [Fintype m] [DecidableEq m]

/-- A family of state vectors, as many as the dimension of the space, with the overlaps
of an orthonormal set. -/
def IsOrthonormalBasis (b : n → n → ℂ) : Prop :=
  ∀ i j, star (b i) ⬝ᵥ b j = if i = j then 1 else 0

/-- The rotatory strength `Im (⟨ψ, X φ⟩ ⟨φ, M ψ⟩)` of the transition from `ψ` to `φ`, with
electric operator `X` and magnetic operator `M`. -/
def rotatoryStrength (X M : Matrix n n ℂ) (ψ φ : n → ℂ) : ℝ :=
  ((star ψ ⬝ᵥ X *ᵥ φ) * (star φ ⬝ᵥ M *ᵥ ψ)).im

/-- The rotatory strength from `ψ`, summed over the states of the family `b`. -/
def totalStrength (X M : Matrix n n ℂ) (ψ : n → ℂ) (b : n → n → ℂ) : ℝ :=
  ∑ k, rotatoryStrength X M ψ (b k)

/-- The matrix `Vᴴ A V` of the operator `A` in the basis set formed by the columns of `V`. -/
def compress (V : Matrix n m ℂ) (A : Matrix n n ℂ) : Matrix m m ℂ := Vᴴ * A * V

/-- Resolution of the identity: inserting an orthonormal basis between two vectors
leaves their product unchanged. -/
theorem resolution_of_identity {b : n → n → ℂ} (hb : IsOrthonormalBasis b) (u v : n → ℂ) :
    ∑ k, (u ⬝ᵥ b k) * (star (b k) ⬝ᵥ v) = u ⬝ᵥ v := by
  -- the basis vectors are the columns of a unitary matrix
  let B : Matrix n n ℂ := Matrix.of fun i k => b k i
  have h1 : Bᴴ * B = 1 := by
    ext i j
    rw [Matrix.one_apply]
    exact hb i j
  have h2 : B * Bᴴ = 1 := mul_eq_one_comm.mp h1
  calc ∑ k, (u ⬝ᵥ b k) * (star (b k) ⬝ᵥ v) = (u ᵥ* B) ⬝ᵥ (Bᴴ *ᵥ v) := rfl
    _ = u ⬝ᵥ v := by
      rw [← Matrix.dotProduct_mulVec, Matrix.mulVec_mulVec, h2, Matrix.one_mulVec]

/-- The total rotatory strength over an orthonormal basis is the imaginary part of
`⟨ψ, X M ψ⟩`. -/
theorem totalStrength_eq_im (X M : Matrix n n ℂ) (ψ : n → ℂ) {b : n → n → ℂ}
    (hb : IsOrthonormalBasis b) :
    totalStrength X M ψ b = (star ψ ⬝ᵥ (X * M) *ᵥ ψ).im := by
  unfold totalStrength rotatoryStrength
  rw [← Complex.im_sum]
  simp only [Matrix.dotProduct_mulVec (star ψ) X]
  rw [resolution_of_identity hb, ← Matrix.dotProduct_mulVec, Matrix.mulVec_mulVec]

omit [DecidableEq n] in
/-- The complex conjugate of `⟨ψ, A ψ⟩` is `⟨ψ, Aᴴ ψ⟩`. -/
theorem star_expectation (A : Matrix n n ℂ) (ψ : n → ℂ) :
    star (star ψ ⬝ᵥ A *ᵥ ψ) = star ψ ⬝ᵥ Aᴴ *ᵥ ψ := by
  rw [← Matrix.star_dotProduct, Matrix.star_mulVec, ← Matrix.dotProduct_mulVec]

omit [DecidableEq n] in
/-- For Hermitian `X` and `M` the rotatory strength from a state to itself is zero. -/
theorem rotatoryStrength_self {X M : Matrix n n ℂ} (hX : X.IsHermitian)
    (hM : M.IsHermitian) (ψ : n → ℂ) : rotatoryStrength X M ψ ψ = 0 := by
  have h1 := star_expectation X ψ
  have h2 := star_expectation M ψ
  rw [hX.eq] at h1
  rw [hM.eq] at h2
  -- both expectation values are real
  have h3 := Complex.conj_eq_iff_im.mp h1
  have h4 := Complex.conj_eq_iff_im.mp h2
  rw [rotatoryStrength, Complex.mul_im, h3, h4, mul_zero, zero_mul, add_zero]

/-- Sum rule: for Hermitian `X` and `M`, the total rotatory strength over any orthonormal
basis is `⟨ψ, [X, M] ψ⟩ / (2i)`. -/
theorem rotatory_sum_rule {X M : Matrix n n ℂ} (hX : X.IsHermitian) (hM : M.IsHermitian)
    (ψ : n → ℂ) {b : n → n → ℂ} (hb : IsOrthonormalBasis b) :
    (totalStrength X M ψ b : ℂ) =
      (star ψ ⬝ᵥ (X * M - M * X) *ᵥ ψ) / (2 * Complex.I) := by
  have key : ∀ z : ℂ, (z.im : ℂ) * (2 * Complex.I) = z - star z := by
    intro z
    apply Complex.ext <;> simp
    ring
  -- conjugation exchanges the order of the two operators
  have hc := star_expectation (X * M) ψ
  rw [Matrix.conjTranspose_mul, hX.eq, hM.eq] at hc
  rw [totalStrength_eq_im X M ψ hb, eq_div_iff (by simp), key, hc,
    Matrix.sub_mulVec, dotProduct_sub]

/-- A complex matrix whose expectation value vanishes in every state is zero. -/
theorem eq_zero_of_expectation {A : Matrix n n ℂ}
    (h : ∀ ψ : n → ℂ, star ψ ⬝ᵥ A *ᵥ ψ = 0) : A = 0 := by
  -- polarization with u + v and u + i v
  have pol : ∀ u v : n → ℂ, star u ⬝ᵥ A *ᵥ v = 0 := by
    intro u v
    have h1 := h (u + v)
    have h2 := h (u + Complex.I • v)
    simp only [star_add, star_smul, Matrix.mulVec_add, Matrix.mulVec_smul, add_dotProduct,
      dotProduct_add, smul_dotProduct, dotProduct_smul, h, smul_eq_mul,
      Complex.star_def, Complex.conj_I] at h1 h2
    linear_combination (1 / 2) * h1 - (Complex.I / 2) * h2 +
      (1 / 2) * (star u ⬝ᵥ A *ᵥ v - star v ⬝ᵥ A *ᵥ u) * Complex.I_sq
  ext i j
  have h3 : A *ᵥ Pi.single j 1 = 0 := dotProduct_star_self_eq_zero.mp (pol _ _)
  have h4 := congrFun h3 i
  simpa using h4

/-- For Hermitian `X` and `M`, the total rotatory strength over an orthonormal basis
vanishes for every initial state exactly when `X` and `M` commute. -/
theorem totalStrength_eq_zero_iff {X M : Matrix n n ℂ} (hX : X.IsHermitian)
    (hM : M.IsHermitian) {b : n → n → ℂ} (hb : IsOrthonormalBasis b) :
    (∀ ψ, totalStrength X M ψ b = 0) ↔ X * M = M * X := by
  constructor
  · intro h
    apply sub_eq_zero.mp
    apply eq_zero_of_expectation
    intro ψ
    have h1 := rotatory_sum_rule hX hM ψ hb
    rw [h ψ, Complex.ofReal_zero] at h1
    exact (div_eq_zero_iff.mp h1.symm).resolve_right (by simp)
  · intro h ψ
    have h1 := rotatory_sum_rule hX hM ψ hb
    rw [h, sub_self, Matrix.zero_mulVec, dotProduct_zero, zero_div] at h1
    exact_mod_cast h1

/-- Finite-basis error: for commuting Hermitian `X` and `M`, the total rotatory strength of the
compressed operators over an orthonormal basis is minus the part of `Im ⟨Vφ, X M Vφ⟩` that passes
through `1 - V Vᴴ`. -/
theorem compressed_totalStrength {X M : Matrix n n ℂ} (hX : X.IsHermitian)
    (hM : M.IsHermitian) (hXM : X * M = M * X) (V : Matrix n m ℂ) (φ : m → ℂ)
    {b : m → m → ℂ} (hb : IsOrthonormalBasis b) :
    totalStrength (compress V X) (compress V M) φ b =
      -(star (V *ᵥ φ) ⬝ᵥ (X * (1 - V * Vᴴ) * M) *ᵥ (V *ᵥ φ)).im := by
  -- in the full space the product X M is Hermitian, so its expectation value is real
  have h0 : (star (V *ᵥ φ) ⬝ᵥ (X * M) *ᵥ (V *ᵥ φ)).im = 0 := by
    have hc := star_expectation (X * M) (V *ᵥ φ)
    rw [Matrix.conjTranspose_mul, hX.eq, hM.eq, ← hXM] at hc
    exact Complex.conj_eq_iff_im.mp hc
  have h1 : compress V X * compress V M = Vᴴ * (X * (V * Vᴴ) * M) * V := by
    simp only [compress, Matrix.mul_assoc]
  have h2 : star φ ⬝ᵥ (Vᴴ * (X * (V * Vᴴ) * M) * V) *ᵥ φ =
      star (V *ᵥ φ) ⬝ᵥ (X * (V * Vᴴ) * M) *ᵥ (V *ᵥ φ) := by
    rw [Matrix.star_mulVec, ← Matrix.dotProduct_mulVec, Matrix.mulVec_mulVec,
      Matrix.mulVec_mulVec, Matrix.mul_assoc]
  rw [totalStrength_eq_im _ _ φ hb, h1, h2, Matrix.mul_sub, Matrix.mul_one,
    Matrix.sub_mul, Matrix.sub_mulVec, dotProduct_sub, Complex.sub_im, h0]
  ring

/-- Symmetric hopping on a ring of three sites. -/
def ringX : Matrix (Fin 3) (Fin 3) ℂ := !![0, 1, 1; 1, 0, 1; 1, 1, 0]

/-- The circulating current on a ring of three sites. -/
def ringM : Matrix (Fin 3) (Fin 3) ℂ :=
  !![0, Complex.I, -Complex.I; -Complex.I, 0, Complex.I; Complex.I, -Complex.I, 0]

/-- The basis set that keeps the first two of three sites. -/
def twoSites : Matrix (Fin 3) (Fin 2) ℂ := !![1, 0; 0, 1; 0, 0]

/-- The hopping and current matrices of the ring are Hermitian and commute, yet in the orthonormal
basis set of two sites the total rotatory strength from the first site, summed over any orthonormal
basis of the compressed space, is `-1`. -/
theorem ring_truncation_error :
    ringX.IsHermitian ∧ ringM.IsHermitian ∧ ringX * ringM = ringM * ringX ∧
      twoSitesᴴ * twoSites = 1 ∧
      ∀ b : Fin 2 → Fin 2 → ℂ, IsOrthonormalBasis b →
        totalStrength (compress twoSites ringX) (compress twoSites ringM) ![1, 0] b = -1 := by
  refine ⟨?_, ?_, ?_, ?_, ?_⟩
  · unfold Matrix.IsHermitian
    ext i j
    fin_cases i <;> fin_cases j <;> simp [ringX]
  · unfold Matrix.IsHermitian
    ext i j
    fin_cases i <;> fin_cases j <;> simp [ringM]
  · ext i j
    fin_cases i <;> fin_cases j <;>
      simp [ringX, ringM, Matrix.mul_apply, Fin.sum_univ_succ]
  · ext i j
    fin_cases i <;> fin_cases j <;>
      simp [twoSites, Matrix.mul_apply, Fin.sum_univ_succ]
  · intro b hb
    -- the compressed operators are the upper left blocks
    have h1 : compress twoSites ringX = !![0, 1; 1, 0] := by
      ext i j
      fin_cases i <;> fin_cases j <;>
        simp [compress, twoSites, ringX, Matrix.mul_apply, Fin.sum_univ_succ]
    have h2 : compress twoSites ringM = !![0, Complex.I; -Complex.I, 0] := by
      ext i j
      fin_cases i <;> fin_cases j <;>
        simp [compress, twoSites, ringM, Matrix.mul_apply, Fin.sum_univ_succ]
    rw [totalStrength_eq_im _ _ _ hb, h1, h2]
    simp [Matrix.mulVec, dotProduct, Matrix.mul_apply, Fin.sum_univ_succ]

end RotatoryStrengthSumRule
```

```lean
#print axioms RotatoryStrengthSumRule.rotatoryStrength_self
#print axioms RotatoryStrengthSumRule.totalStrength_eq_zero_iff
#print axioms RotatoryStrengthSumRule.compressed_totalStrength
#print axioms RotatoryStrengthSumRule.ring_truncation_error
```

```
'RotatoryStrengthSumRule.rotatoryStrength_self' depends on axioms: [propext, Classical.choice, Quot.sound]
'RotatoryStrengthSumRule.totalStrength_eq_zero_iff' depends on axioms: [propext, Classical.choice, Quot.sound]
'RotatoryStrengthSumRule.compressed_totalStrength' depends on axioms: [propext, Classical.choice, Quot.sound]
'RotatoryStrengthSumRule.ring_truncation_error' depends on axioms: [propext, Classical.choice, Quot.sound]
```

## What the checked statements guarantee, and for which model

**Objects and conventions.** States are functions `n → ℂ` on a finite index type, and operators are complex matrices. The expression `star ψ ⬝ᵥ X *ᵥ φ` is \(\langle\psi,X\varphi\rangle\), conjugate-linear in the first argument. In `b : n → n → ℂ` the first index labels the state and the second its component. `IsOrthonormalBasis` contains only the overlap relations; completeness is derived from them.

`rotatory_sum_rule` holds for any `ψ`, normalised or not. Both sides scale with \(\langle\psi,\psi\rangle\), so the physical strength of an unnormalised nonzero vector is obtained by dividing by that number. `totalStrength` is real and is converted to a complex number so that it can be compared with the quotient by \(2i\).

`compressed_totalStrength` accepts any rectangular `V`. With orthonormal columns, `V * Vᴴ` is the projector onto the basis set. A non-orthogonal atomic-orbital basis should be orthonormalised before the formula is read in this way.

**The proof.** `resolution_of_identity` builds the matrix `B` and uses `mul_eq_one_comm` to pass from \(B^\dagger B=1\) to \(BB^\dagger=1\). `totalStrength_eq_im` applies this to the sum, and `star_expectation` supplies the conjugation rule. In `rotatory_sum_rule`, the auxiliary statement `key` is \(2i\operatorname{Im}z=z-\bar z\). `rotatoryStrength_self` disposes of the initial state's own term.

The polarization argument is `eq_zero_of_expectation`, where `linear_combination` solves the two equations for \(s\). `totalStrength_eq_zero_iff` combines it with the sum rule. In `compressed_totalStrength`, `h0` is the vanishing full-space term, while `h1` and `h2` move `V` from the operators onto the state.

`ring_truncation_error` checks the matrix identities entry by entry with `fin_cases` and `simp`. It then uses `totalStrength_eq_im`, so the value \(-1\) holds for every orthonormal basis of \(\mathbb C^2\) without a basis being chosen.

**Why Hermiticity is required.** Take \(N=1\), \(X=1\), \(M=i\) and \(\psi=b_0=1\). The matrices commute, so the commutator expression is zero, but the sum is \(\operatorname{Im}(i)=1\). Hermiticity of \(X\) alone is therefore not enough for the sum rule, even for commuting matrices.

**Limits of the model.** Everything is finite-dimensional. Position and angular momentum in the continuum are unbounded operators, and their sum rule would need conditions on domains and convergence. The file treats one pair of operators; an isotropic rotatory strength adds three such pairs, one for each Cartesian direction. Linear-response strengths built from both excitation and de-excitation amplitudes do not have the form of `rotatoryStrength`. Neither do velocity-form strengths, in which each term is divided by its excitation energy. The theorems also give no rate at which the truncation error falls as the basis grows, and no bound on floating-point error. The advice on diagnosing a code and the condition for a vanishing truncation error are inferences from the theorems, without formal statements of their own.

**A version with abstract spaces.** The same result could be stated with Mathlib's `OrthonormalBasis` and self-adjoint linear maps on a finite-dimensional inner product space. Completeness would then be part of the basis structure, and truncation would be an orthogonal projection onto a subspace. That version would not depend on coordinates, but applying it to the arrays in a program would require a translation into matrices. The present version starts from those arrays and needs only their overlaps.
